# The angular mean of $P_l(\cos\theta)\,e^{ix\cos\theta}$ is $i^l j_l(x)$ for real $x\neq 0$

## A lost phase changes the scattered intensity

Suppose the factor $i^l$ is dropped when the scattering factor of an aspherical atom is computed. The quadrupole part of the density then enters with the wrong sign, so its interference with the spherical part is reversed. The dipole part, which should be a quarter period out of phase with the spherical part, acquires a spurious interference with it.

The phase comes from an angular integral. Take a component $n(r)P_l(\cos\theta)$ of the electron density about one nucleus, with $n$ real and $P_l$ the Legendre polynomial of degree $l$. Let the momentum transfer have magnitude $q$ and point along the polar axis. In spherical coordinates, with $t=\cos\theta$, the Fourier integral is

$$
F(q)=\int n(r)P_l(\cos\theta)\,e^{i\mathbf q\cdot\mathbf r}\,d^3r
=2\pi\int_0^\infty r^2n(r)\int_{-1}^{1}P_l(t)e^{iqrt}\,dt\,dr .
$$

The azimuth gives $2\pi$, and the integral over $t$ remains, with $x=qr$. The same integral enters the one-centre terms of X-ray scattering factors computed from PAW densities. Here a single centre is treated, with the density component that is axially symmetric about $\mathbf q$; components proportional to $e^{im\varphi}$ with $m\neq0$ vanish in the azimuthal integral.

## The projection and the scattering factor

For every $l=0,1,2,\dots$ and every real $x\ne0$,

$$
A_l(x):=\frac12\int_{-1}^{1}P_l(t)e^{ixt}\,dt=i^l j_l(x).
$$

This is `plane_wave_projection`. The Lean objects are as follows.

- `P l` is a real polynomial, generated from $1$ and $t$ by Bonnet's recursion, with $P_l(1)=1$. A density expanded in $Y_{l0}$ needs the additional factor $\sqrt{(2l+1)/4\pi}$.
- `j l x` is the spherical Bessel function, given by $j_0=\sin x/x$, $j_1=\sin x/x^2-\cos x/x$ and the recursion $j_{l+2}=\frac{2l+3}{x}j_{l+1}-j_l$. It is not defined through the integral.
- `angularMean p x` is $\frac12\int_{-1}^1p(t)e^{ixt}dt$ for any real polynomial $p$, and `I` is the imaginary unit. The sign in the exponent is positive; the opposite convention replaces $i^l$ by $(-i)^l$.

The condition $x\neq0$ is needed at $l=0$: Lean's division by zero gives `j 0 0` the value $0$, while the integral gives $1$.

The theorem `projection_s_p_d` writes out $l=0,1,2$ with explicit integrands. The letters s, p, d label the angular momentum of the density component, not orbitals.

The theorem `scattering_factor` treats the radial integral. Its integrand, `shellAmplitude n l q r`, is $4\pi r^2n(r)A_l(qr)$, an amplitude per unit radius. If $q\ne0$ and $r^2n(r)j_l(qr)$ is integrable over $r>0$, then the shell amplitude is integrable too, and

$$
\int_0^\infty 4\pi r^2n(r)A_l(qr)\,dr=4\pi i^l\int_0^\infty r^2n(r)j_l(qr)\,dr .
$$

The integrability hypothesis says that the radial Bessel integral converges absolutely at the chosen $q$. The excluded value $q=0$ is forward scattering: there $A_0=1$ and $A_l=0$ for $l\ge1$, so only the spherical part contributes, with its integrated density $4\pi\int_0^\infty r^2n(r)\,dr$. For a density confined to an augmentation sphere, $n$ is set to zero outside it.

The step from the three-dimensional Fourier integral to this radial integral is built into the definition of `shellAmplitude`. It requires the density itself to be integrable, which the hypothesis at one $q$ does not supply. Other directions of $\mathbf q$, sums over atoms and thermal motion are left out.

## Derivative relations for the Legendre polynomials

Bonnet's recursion reads

$$
(l+2)P_{l+2}=(2l+3)\,tP_{l+1}-(l+1)P_l .
$$

Two relations follow by induction:

$$
\text{(a)}_l\;\; P'_{l+1}=tP'_l+(l+1)P_l,\qquad
\text{(b)}_l\;\; tP'_{l+1}-P'_l=(l+1)P_{l+1}.
$$

For $l=0$ they say $1=1$ and $t=t$. For the step, differentiate Bonnet's recursion and use (b)$_l$ to replace $(l+1)P'_l$:

$$
\begin{aligned}
(l+2)P'_{l+2}&=(2l+3)P_{l+1}+(2l+3)tP'_{l+1}-(l+1)P'_l\\
&=(l+2)\,tP'_{l+1}+\left[(2l+3)+(l+1)^2\right]P_{l+1}.
\end{aligned}
$$

The bracket is $(l+2)^2$, and division by $l+2$ gives (a)$_{l+1}$. Multiply that by $t$, then apply (b)$_l$ and (a)$_l$ in turn:

$$
\begin{aligned}
tP'_{l+2}-P'_{l+1}&=t^2P'_{l+1}+(l+2)tP_{l+1}-P'_{l+1}\\
&=tP'_l+(2l+3)tP_{l+1}-P'_{l+1}\\
&=(2l+3)tP_{l+1}-(l+1)P_l=(l+2)P_{l+2},
\end{aligned}
$$

which is (b)$_{l+1}$. Adding (a)$_{l+1}$ and (b)$_l$ gives

$$
P'_{l+2}=P'_l+(2l+3)P_{l+1}.
$$

At the endpoints, Bonnet's recursion and induction give $P_l(1)=1$ and $P_l(-1)=(-1)^l$. For example, $(l+2)P_{l+2}(1)=(2l+3)-(l+1)=l+2$.

## From integration by parts to the Bessel recursion

Write $A[p]$ for $\frac12\int_{-1}^1p(t)e^{ixt}dt$, so that $A_l=A[P_l]$. Integrating the derivative of $p(t)e^{ixt}$ gives

$$
A[p']+ix\,A[p]=\tfrac12\left(p(1)e^{ix}-p(-1)e^{-ix}\right).
$$

With $p=1$ this is $ixA_0=i\sin x$, so $A_0=j_0$. With $p=t$ it is $A_0+ixA_1=\cos x$. Since $xj_1=j_0-\cos x$, we have $ixA_1=-xj_1$ and $A_1=ij_1$.

For the general step, take $p=P_{l+2}$ and $p=P_l$ and subtract. The boundary terms agree, because the two polynomials have the same endpoint values. The derivative relation then leaves

$$
(2l+3)A_{l+1}+ix(A_{l+2}-A_l)=0 .
$$

Solve for $A_{l+2}$ and insert $A_l=i^lj_l$ and $A_{l+1}=i^{l+1}j_{l+1}$:

$$
A_{l+2}=A_l+\frac{i(2l+3)}{x}A_{l+1}
=i^{l+2}\left(\frac{2l+3}{x}j_{l+1}-j_l\right)=i^{l+2}j_{l+2}.
$$

For $l=2$, the definitions give $P_2=(3t^2-1)/2$ and

$$
j_2=\frac3x\left(\frac{\sin x}{x^2}-\frac{\cos x}{x}\right)-\frac{\sin x}{x}
=\left(\frac3{x^3}-\frac1x\right)\sin x-\frac{3\cos x}{x^2},
$$

so that $A_2=-j_2$. Putting $x=qr$ in $4\pi r^2n(r)A_l(qr)$ and integrating over $r$ gives the scattering factor.

## The Lean development

```lean
import Mathlib

open MeasureTheory Polynomial
open Complex (I exp)

namespace OneCentreScattering

/-- The Legendre polynomials, generated from `1` and `X` by Bonnet's recursion. -/
noncomputable def P : ℕ → ℝ[X]
  | 0 => 1
  | 1 => X
  | l + 2 => C ((l + 2 : ℕ) : ℝ)⁻¹ *
      (((2 * l + 3 : ℕ) : ℝ[X]) * X * P (l + 1) - ((l + 1 : ℕ) : ℝ[X]) * P l)

/-- The spherical Bessel functions `j_l(x)` for `x ≠ 0`, by upward recursion in `l`. -/
noncomputable def j : ℕ → ℝ → ℝ
  | 0, x => Real.sin x / x
  | 1, x => Real.sin x / x ^ 2 - Real.cos x / x
  | l + 2, x => (2 * (l : ℝ) + 3) / x * j (l + 1) x - j l x

/-- Half the integral over `t = cos θ` of the plane wave `exp(i x t)` weighted with `p(t)`. -/
noncomputable def angularMean (p : ℝ[X]) (x : ℝ) : ℂ :=
  (1 / 2) * ∫ t in (-1 : ℝ)..1, ((p.eval t : ℝ) : ℂ) * exp (I * (x * t))

/-- Bonnet's recursion for the Legendre polynomials. -/
theorem bonnet (l : ℕ) : ((l + 2 : ℕ) : ℝ[X]) * P (l + 2) =
    ((2 * l + 3 : ℕ) : ℝ[X]) * X * P (l + 1) - ((l + 1 : ℕ) : ℝ[X]) * P l := by
  have hi : ((l + 2 : ℕ) : ℝ[X]) * C ((l + 2 : ℕ) : ℝ)⁻¹ = 1 := by
    rw [← map_natCast (C : ℝ →+* ℝ[X]), ← C_mul,
      mul_inv_cancel₀ (Nat.cast_ne_zero.2 (by omega)), C_1]
  rw [P, ← mul_assoc, hi, one_mul]

/-- Ladder relations between neighbouring Legendre polynomials and their derivatives. -/
theorem ladder (l : ℕ) :
    derivative (P (l + 1)) = X * derivative (P l) + ((l : ℝ[X]) + 1) * P l ∧
      X * derivative (P (l + 1)) - derivative (P l) = ((l : ℝ[X]) + 1) * P (l + 1) := by
  induction l with
  | zero => constructor <;> simp [P]
  | succ l ih =>
    obtain ⟨hA, hB⟩ := ih
    have h : ((l + 2 : ℕ) : ℝ[X]) ≠ 0 := Nat.cast_ne_zero.2 (by omega)
    have hb := bonnet l
    have hd := congrArg (fun p => derivative p) hb
    simp only [derivative_mul, derivative_sub, derivative_natCast, derivative_X] at hd
    rw [show l + 1 + 1 = l + 2 from rfl]
    push_cast at h hb hd ⊢
    have hA' : derivative (P (l + 2)) =
        X * derivative (P (l + 1)) + ((l : ℝ[X]) + 2) * P (l + 1) :=
      mul_left_cancel₀ h (by linear_combination hd + ((l : ℝ[X]) + 1) * hB)
    constructor
    · linear_combination hA'
    · linear_combination X * hA' - hb + X * hB - hA

/-- Endpoint values `P_l(1) = 1` and `P_l(-1) = (-1)^l`. -/
theorem endpoints (l : ℕ) : (P l).eval 1 = 1 ∧ (P l).eval (-1) = (-1) ^ l := by
  induction l using Nat.twoStepInduction with
  | zero => simp [P]
  | one => simp [P]
  | more l ih0 ih1 =>
    have h : (l : ℝ) + 2 ≠ 0 := by positivity
    have hp := congrArg (eval 1) (bonnet l)
    have hm := congrArg (eval (-1)) (bonnet l)
    simp only [eval_mul, eval_sub, eval_natCast, eval_X, ih0.1, ih1.1] at hp
    simp only [eval_mul, eval_sub, eval_natCast, eval_X, ih0.2, ih1.2] at hm
    push_cast at hp hm
    exact ⟨mul_left_cancel₀ h (by linear_combination hp),
      mul_left_cancel₀ h (by linear_combination hm)⟩

/-- A polynomially weighted plane wave is continuous in `t`. -/
theorem wave_continuous (p : ℝ[X]) (x : ℝ) :
    Continuous fun t : ℝ => ((p.eval t : ℝ) : ℂ) * exp (I * (x * t)) := by
  have h1 : Continuous fun t : ℝ => ((p.eval t : ℝ) : ℂ) :=
    Complex.continuous_ofReal.comp p.continuous
  have h2 : Continuous fun t : ℝ => exp (I * (x * t)) := by fun_prop
  exact h1.mul h2

/-- The angular mean is additive in the weight, and natural-number factors come out. -/
theorem angularMean_add (p q : ℝ[X]) (k : ℕ) (x : ℝ) :
    angularMean (p + (k : ℝ[X]) * q) x = angularMean p x + k * angularMean q x := by
  have hq : Continuous fun t : ℝ => (k : ℂ) * (((q.eval t : ℝ) : ℂ) * exp (I * (x * t))) :=
    continuous_const.mul (wave_continuous q x)
  simp only [angularMean, eval_add, eval_mul, eval_natCast, Complex.ofReal_add,
    Complex.ofReal_mul, Complex.ofReal_natCast, add_mul, mul_assoc]
  rw [intervalIntegral.integral_add ((wave_continuous p x).intervalIntegrable _ _)
    (hq.intervalIntegrable _ _), intervalIntegral.integral_const_mul]
  ring

/-- Integration by parts for the angular mean. -/
theorem by_parts (p : ℝ[X]) (x : ℝ) :
    angularMean (derivative p) x + I * x * angularMean p x =
      (((p.eval 1 : ℝ) : ℂ) * exp (I * x) - ((p.eval (-1) : ℝ) : ℂ) * exp (-(I * x))) / 2 := by
  have hd : ∀ t : ℝ, HasDerivAt (fun s : ℝ => ((p.eval s : ℝ) : ℂ) * exp (I * (x * s)))
      ((((derivative p).eval t : ℝ) : ℂ) * exp (I * (x * t))
        + I * x * (((p.eval t : ℝ) : ℂ) * exp (I * (x * t)))) t := by
    intro t
    have h1 : HasDerivAt (fun s : ℝ => I * ((x : ℂ) * (s : ℂ))) (I * x) t :=
      (((hasDerivAt_id' t).ofReal_comp.const_mul (x : ℂ)).const_mul I).congr_deriv (by simp)
    have h2 := (p.hasDerivAt t).ofReal_comp
    exact (h2.fun_mul h1.cexp).congr_deriv (by ring)
  have hc := wave_continuous (derivative p) x
  have hp : Continuous fun t : ℝ => I * x * (((p.eval t : ℝ) : ℂ) * exp (I * (x * t))) :=
    continuous_const.mul (wave_continuous p x)
  have h := intervalIntegral.integral_eq_sub_of_hasDerivAt (a := -1) (b := 1)
    (fun t _ => hd t) ((hc.add hp).intervalIntegrable _ _)
  rw [intervalIntegral.integral_add (hc.intervalIntegrable _ _) (hp.intervalIntegrable _ _),
    intervalIntegral.integral_const_mul] at h
  simp only [Complex.ofReal_one, Complex.ofReal_neg, mul_one, mul_neg] at h
  simp only [angularMean]
  linear_combination h / 2

/-- For every `l` and real `x ≠ 0`, half the integral of `P_l(t) exp(i x t)` over `[-1, 1]`
is `i^l j_l(x)`. -/
theorem plane_wave_projection (l : ℕ) {x : ℝ} (hx : x ≠ 0) :
    angularMean (P l) x = I ^ l * (j l x : ℂ) := by
  have hIx : I * (x : ℂ) ≠ 0 := mul_ne_zero Complex.I_ne_zero (Complex.ofReal_ne_zero.2 hx)
  have hp : exp (I * x) = Complex.cos x + Complex.sin x * I := by
    rw [mul_comm, Complex.exp_mul_I]
  have hm : exp (-(I * x)) = Complex.cos x - Complex.sin x * I := by
    rw [show -(I * (x : ℂ)) = (-x) * I by ring, Complex.exp_mul_I, Complex.cos_neg,
      Complex.sin_neg]
    ring
  have hz : angularMean 1 x = (j 0 x : ℂ) := by
    have h := by_parts 1 x
    have h0 : angularMean 0 x = 0 := by simp [angularMean]
    simp only [derivative_one, h0, eval_one, Complex.ofReal_one, hp, hm] at h
    have hr : x * j 0 x = Real.sin x := by simp only [j]; field_simp
    have hs := congrArg Complex.ofReal hr
    push_cast at hs
    exact mul_left_cancel₀ hIx (by linear_combination h - I * hs)
  induction l using Nat.twoStepInduction with
  | zero => rw [pow_zero, one_mul, ← hz, P]
  | one =>
    change angularMean X x = _
    have h := by_parts X x
    simp only [derivative_X, eval_X, Complex.ofReal_neg, Complex.ofReal_one, hp, hm] at h
    have hr : x * j 1 x = j 0 x - Real.cos x := by simp only [j]; field_simp
    have hs := congrArg Complex.ofReal hr
    push_cast at hs
    exact mul_left_cancel₀ hIx (by
      linear_combination h - hz + hs - (x * (j 1 x : ℂ)) * Complex.I_sq)
  | more l ih0 ih1 =>
    have hder : derivative (P (l + 2)) =
        derivative (P l) + ((2 * l + 3 : ℕ) : ℝ[X]) * P (l + 1) := by
      have hA := (ladder (l + 1)).1
      rw [show l + 1 + 1 = l + 2 from rfl] at hA
      push_cast at hA ⊢
      linear_combination hA + (ladder l).2
    -- the boundary terms of P_{l+2} and P_l agree
    have h2 := by_parts (P (l + 2)) x
    have h0 := by_parts (P l) x
    rw [hder, angularMean_add, (endpoints (l + 2)).1, (endpoints (l + 2)).2] at h2
    rw [(endpoints l).1, (endpoints l).2] at h0
    push_cast at h2 h0
    have hr : x * j (l + 2) x = (2 * (l : ℝ) + 3) * j (l + 1) x - x * j l x := by
      rw [j]; field_simp
    have hs := congrArg Complex.ofReal hr
    push_cast at hs
    exact mul_left_cancel₀ hIx (by
      linear_combination h2 - h0 + I * x * ih0 - (2 * (l : ℂ) + 3) * ih1
        + I ^ (l + 1) * hs - (I ^ (l + 1) * x * (j (l + 2) x : ℂ)) * Complex.I_sq)

/-- The projections for `l = 0, 1, 2` in closed form, for real `x ≠ 0`. -/
theorem projection_s_p_d {x : ℝ} (hx : x ≠ 0) :
    (1 / 2 : ℂ) * (∫ t in (-1 : ℝ)..1, exp (I * (x * t))) = ((Real.sin x / x : ℝ) : ℂ) ∧
    (1 / 2 : ℂ) * (∫ t in (-1 : ℝ)..1, (t : ℂ) * exp (I * (x * t))) =
      I * ((Real.sin x / x ^ 2 - Real.cos x / x : ℝ) : ℂ) ∧
    (1 / 2 : ℂ) * (∫ t in (-1 : ℝ)..1, (((3 * t ^ 2 - 1) / 2 : ℝ) : ℂ) * exp (I * (x * t))) =
      -(((3 / x ^ 3 - 1 / x) * Real.sin x - 3 * Real.cos x / x ^ 2 : ℝ) : ℂ) := by
  have hP : ∀ t : ℝ, (P 2).eval t = (3 * t ^ 2 - 1) / 2 := by
    intro t
    have h : P 2 = C ((0 + 2 : ℕ) : ℝ)⁻¹ *
        (((2 * 0 + 3 : ℕ) : ℝ[X]) * X * X - ((0 + 1 : ℕ) : ℝ[X]) * 1) := rfl
    rw [h]
    simp only [eval_mul, eval_sub, eval_C, eval_natCast, eval_X, eval_one]
    push_cast
    ring
  have hj : j 2 x = (3 / x ^ 3 - 1 / x) * Real.sin x - 3 * Real.cos x / x ^ 2 := by
    have h : j 2 x = (2 * ((0 : ℕ) : ℝ) + 3) / x *
        (Real.sin x / x ^ 2 - Real.cos x / x) - Real.sin x / x := rfl
    rw [h, Nat.cast_zero]
    ring
  have h0 := plane_wave_projection 0 hx
  have h1 := plane_wave_projection 1 hx
  have h2 := plane_wave_projection 2 hx
  simp only [angularMean, P, eval_one, Complex.ofReal_one, one_mul, j, pow_zero] at h0
  simp only [angularMean, P, eval_X, j, pow_one] at h1
  simp only [angularMean, hP, hj, Complex.I_sq, neg_one_mul] at h2
  exact ⟨h0, h1, h2⟩

/-- Contribution per unit radius, at radius `r > 0`, to the Fourier integral of the density
`n(r) P_l(cos θ)`, for momentum transfer `q` along the polar axis. -/
noncomputable def shellAmplitude (n : ℝ → ℝ) (l : ℕ) (q r : ℝ) : ℂ :=
  4 * Real.pi * r ^ 2 * n r * angularMean (P l) (q * r)

/-- One-centre scattering factor: for `q ≠ 0`, if `r² n(r) j_l(q r)` is integrable over
`r > 0`, then so is the shell amplitude, and its integral is `4π i^l ∫ r² n(r) j_l(q r) dr`. -/
theorem scattering_factor (n : ℝ → ℝ) (l : ℕ) {q : ℝ} (hq : q ≠ 0)
    (hn : IntegrableOn (fun r => r ^ 2 * n r * j l (q * r)) (Set.Ioi 0)) :
    IntegrableOn (shellAmplitude n l q) (Set.Ioi 0) ∧
      ∫ r in Set.Ioi (0 : ℝ), shellAmplitude n l q r = 4 * Real.pi * I ^ l *
        ((∫ r in Set.Ioi (0 : ℝ), r ^ 2 * n r * j l (q * r) : ℝ) : ℂ) := by
  have h : Set.EqOn (fun r : ℝ => 4 * (Real.pi : ℂ) * I ^ l *
      ((r ^ 2 * n r * j l (q * r) : ℝ) : ℂ)) (shellAmplitude n l q) (Set.Ioi 0) := by
    intro r hr
    have hp := plane_wave_projection l (mul_ne_zero hq (ne_of_gt (Set.mem_Ioi.1 hr)))
    simp only [shellAmplitude, hp]
    push_cast
    ring
  have hc : IntegrableOn (fun r : ℝ => 4 * (Real.pi : ℂ) * I ^ l *
      ((r ^ 2 * n r * j l (q * r) : ℝ) : ℂ)) (Set.Ioi 0) :=
    (Complex.ofRealCLM.integrable_comp hn).const_mul _
  refine ⟨hc.congr_fun h measurableSet_Ioi, ?_⟩
  rw [← setIntegral_congr_fun measurableSet_Ioi h, integral_const_mul, integral_complex_ofReal]

end OneCentreScattering
```

```lean
#print axioms OneCentreScattering.angularMean_add
-- 'OneCentreScattering.angularMean_add' depends on axioms: [propext, Classical.choice, Quot.sound]
#print axioms OneCentreScattering.projection_s_p_d
-- 'OneCentreScattering.projection_s_p_d' depends on axioms: [propext, Classical.choice, Quot.sound]
#print axioms OneCentreScattering.scattering_factor
-- 'OneCentreScattering.scattering_factor' depends on axioms: [propext, Classical.choice, Quot.sound]
```

## How the lemmas carry the calculation

`bonnet` clears the denominator in the definition of `P`. `ladder` proves (a) and (b) together, since each induction step uses both. There `hd` is the differentiated recursion, `hA'` is (a)$_{l+1}$ after cancelling $l+2$, and the last `linear_combination` is the three-line computation of (b)$_{l+1}$. `endpoints` evaluates Bonnet's recursion at $\pm1$; its induction carries two preceding cases, as the recursion does.

`wave_continuous` supplies the integrability needed to split integrals. `angularMean_add` uses it to establish $A[p+kq]=A[p]+kA[q]$ for polynomials $p,q$ and a natural number $k$. In `by_parts`, the product rule `hd` gives the derivative of $p(t)e^{ixt}$, and the fundamental theorem of calculus turns its integral into the boundary term.

In `plane_wave_projection`, `hp` and `hm` are Euler's formula for $e^{\pm ix}$, and `hz` is the case $l=0$. The inductive case first derives `hder`, the relation for $P'_{l+2}$. It then applies `by_parts` to $P_{l+2}$ and $P_l$, as `h2` and `h0`. The final `linear_combination` subtracts these, inserts the two induction hypotheses and the Bessel recursion `hs`, and uses $i^2=-1$. Each case ends by cancelling the nonzero factor $ix$.

`projection_s_p_d` identifies the closed forms of $P_2$ and $j_2$ and specialises the general theorem. In `scattering_factor`, `h` applies the projection at each $r>0$, where $qr\neq0$. The shell amplitude therefore equals a constant times the given integrable function, and both conclusions follow from that equality.
